# For hopping $t>0$ and $-1<p<1$, a one-particle two-site ground state has imbalance $p$ exactly at $V=-D-2tp/\sqrt{1-p^2}$

Take one particle on two sites, with real amplitudes $\psi_0,\psi_1$ and $\psi_0^2+\psi_1^2=1$. The Hamiltonian is

$$H=\begin{pmatrix}(D+V)/2&-t\\-t&-(D+V)/2\end{pmatrix},\qquad t>0,$$

where $t$ is the hopping, $D$ is the energy difference between the sites and $V$ is an extra potential difference that I can tune. I want the ground state to have a prescribed population imbalance $\psi_0^2-\psi_1^2=p$ with $-1<p<1$, as in constrained DFT. I believe that this happens if and only if $V=-D-2tp/\sqrt{1-p^2}$, and that this potential goes to $-\infty$ as $p\to1$. Can this be made rigorous and checked by machine, including that $V$ really is the Lagrange multiplier of the constraint?

## Every normalised state is a point on a circle

Yes. Write $e=(D+V)/2$ for half the total bias, $q=\psi_0^2-\psi_1^2$ for the imbalance and $s=2\psi_0\psi_1$ for the coherence. Multiplying out the quadratic form gives the energy

$$E=\psi^{\mathsf T}H\psi=eq-ts,\qquad q^2+s^2=(\psi_0^2+\psi_1^2)^2=1.$$

Conversely, every point of the circle with $s\ge0$ is reached by the normalised state $\psi_0=\sqrt{(1+q)/2}$, $\psi_1=\sqrt{(1-q)/2}$, because then $2\psi_0\psi_1=\sqrt{1-q^2}=s$.

Let $r=\sqrt{e^2+t^2}>0$. Expanding the squares and using $q^2+s^2=1$,

$$(rq+e)^2+(rs-t)^2=r^2+2r(eq-ts)+e^2+t^2=2r(E+r).$$

Hence $E\ge-r$, with equality only at $q=-e/r$, $s=t/r$. This point lies on the circle and has $s>0$, so some state reaches it, and every ground state satisfies $rq=-e$ and $rs=t$.

Suppose that $q=p$. Since $s=t/r>0$, the circle gives $s=\sqrt{1-p^2}$, so $r=t/\sqrt{1-p^2}$ and $e=-rp$. Then

$$V=2e-D=-D-\frac{2tp}{\sqrt{1-p^2}}.$$

Conversely, this $V$ gives $e=-tp/\sqrt{1-p^2}$. Then $r^2=t^2p^2/(1-p^2)+t^2=t^2/(1-p^2)$, so $r=t/\sqrt{1-p^2}$ and $q=-e/r=p$.

## The potential as the slope of the constrained energy

The potential adds $(V/2)q$ to the energy at $V=0$. Among states of equal imbalance this term is constant, so a ground state at any $V$ also minimises the $V=0$ energy within its own imbalance class.

At fixed $q=p$ the $V=0$ energy is $Dp/2-ts$ with $s=\pm\sqrt{1-p^2}$. The least value and its slope are

$$F(p)=\frac{Dp}{2}-t\sqrt{1-p^2},\qquad F'(p)=\frac D2+\frac{tp}{\sqrt{1-p^2}}=-\frac V2.$$

The factor $\tfrac12$ is easily lost. The quantity conjugate to $V$ is $q/2$, so $F'(p)=-V$ would be wrong here; it would hold if the potential entered as $Vq$.

As $p\to1$ from below, $2tp\to2t>0$ while $\sqrt{1-p^2}\to0$ through positive values. The quotient tends to $+\infty$ and $V$ to $-\infty$.

## The two-site model in Lean

```lean
import Mathlib

open Matrix Filter Topology

noncomputable section

namespace ConstrainedTwoSite

/-- Two-site Hamiltonian with hopping `t`, bias `D` and constraint potential `V`. -/
def hamiltonian (t D V : ℝ) : Matrix (Fin 2) (Fin 2) ℝ :=
  !![(D + V) / 2, -t; -t, -((D + V) / 2)]

/-- The quadratic form of the Hamiltonian, which is the energy of a normalised state. -/
def energy (t D V : ℝ) (ψ : Fin 2 → ℝ) : ℝ := ψ ⬝ᵥ (hamiltonian t D V *ᵥ ψ)

/-- Population difference between the two sites. -/
def imbalance (ψ : Fin 2 → ℝ) : ℝ := ψ 0 ^ 2 - ψ 1 ^ 2

/-- A ground state is a normalised state of least energy among all normalised states. -/
def IsGroundState (t D V : ℝ) (ψ : Fin 2 → ℝ) : Prop :=
  ψ ⬝ᵥ ψ = 1 ∧ ∀ φ : Fin 2 → ℝ, φ ⬝ᵥ φ = 1 → energy t D V ψ ≤ energy t D V φ

/-- The constraint potential assigned to the target imbalance `p`, for `-1 < p < 1`. -/
def multiplier (t D p : ℝ) : ℝ := -D - 2 * t * p / √(1 - p ^ 2)

/-- The least energy at `V = 0` among normalised states of imbalance `p`, for `t ≥ 0` and `-1 ≤ p ≤
1`. -/
def constrainedEnergy (t D p : ℝ) : ℝ := D / 2 * p - t * √(1 - p ^ 2)

/-- The energy is a bias term in the imbalance plus a hopping term in the coherence. -/
theorem energy_eq (t D V : ℝ) (ψ : Fin 2 → ℝ) :
    energy t D V ψ = (D + V) / 2 * imbalance ψ - t * (2 * ψ 0 * ψ 1) := by
  simp [energy, hamiltonian, imbalance, Matrix.mulVec, dotProduct, Fin.sum_univ_two]
  ring

/-- For a normalised state, imbalance and coherence lie on the unit circle. -/
theorem imbalance_sq_add_coherence_sq {ψ : Fin 2 → ℝ} (h : ψ ⬝ᵥ ψ = 1) :
    imbalance ψ ^ 2 + (2 * ψ 0 * ψ 1) ^ 2 = 1 := by
  simp only [dotProduct, Fin.sum_univ_two] at h
  unfold imbalance
  linear_combination (ψ 0 ^ 2 + ψ 1 ^ 2 + 1) * h

/-- Every point of the unit circle with nonnegative coherence belongs to a normalised state. -/
theorem exists_state {p s : ℝ} (h : p ^ 2 + s ^ 2 = 1) (hs : 0 ≤ s) :
    ∃ φ : Fin 2 → ℝ, φ ⬝ᵥ φ = 1 ∧ imbalance φ = p ∧ 2 * φ 0 * φ 1 = s := by
  have hl : -1 ≤ p := by nlinarith [sq_nonneg s]
  have hu : p ≤ 1 := by nlinarith [sq_nonneg s]
  have ha : √((1 + p) / 2) ^ 2 = (1 + p) / 2 := Real.sq_sqrt (by linarith)
  have hb : √((1 - p) / 2) ^ 2 = (1 - p) / 2 := Real.sq_sqrt (by linarith)
  refine ⟨![√((1 + p) / 2), √((1 - p) / 2)], ?_, ?_, ?_⟩
  · simp only [dotProduct, Fin.sum_univ_two, Matrix.cons_val_zero, Matrix.cons_val_one]
    linear_combination ha + hb
  · simp only [imbalance, Matrix.cons_val_zero, Matrix.cons_val_one]
    linear_combination ha - hb
  · simp only [Matrix.cons_val_zero, Matrix.cons_val_one]
    refine (sq_eq_sq₀ (by positivity) hs).mp ?_
    rw [mul_pow, mul_pow, ha, hb]
    linear_combination -h

/-- The imbalance and coherence of a ground state are fixed by the total bias and the hopping. -/
theorem groundState_components {t D V : ℝ} {ψ : Fin 2 → ℝ} (ht : 0 < t)
    (h : IsGroundState t D V ψ) :
    √(((D + V) / 2) ^ 2 + t ^ 2) * imbalance ψ = -((D + V) / 2) ∧
      √(((D + V) / 2) ^ 2 + t ^ 2) * (2 * ψ 0 * ψ 1) = t := by
  have hc := imbalance_sq_add_coherence_sq h.1
  have hmin := h.2
  simp only [energy_eq] at hmin
  generalize (D + V) / 2 = e at hmin ⊢
  have hr0 : 0 < √(e ^ 2 + t ^ 2) := Real.sqrt_pos.mpr (by positivity)
  have hr : √(e ^ 2 + t ^ 2) ^ 2 = e ^ 2 + t ^ 2 := Real.sq_sqrt (by positivity)
  generalize √(e ^ 2 + t ^ 2) = r at hr0 hr ⊢
  -- compare with the optimal trial state, whose energy is `-r`
  have hcirc : (-e / r) ^ 2 + (t / r) ^ 2 = 1 := by
    rw [div_pow, div_pow, ← add_div, div_eq_one_iff_eq (by positivity)]
    linear_combination -hr
  obtain ⟨φ, hφ, hq, hs⟩ := exists_state hcirc (by positivity)
  have hle := hmin φ hφ
  rw [hq, hs] at hle
  have hval : e * (-e / r) - t * (t / r) = -r := by
    have h0 : e * (-e / r) - t * (t / r) = -(e ^ 2 + t ^ 2) / r := by ring
    rw [h0, div_eq_iff hr0.ne']
    linear_combination hr
  rw [hval] at hle
  generalize imbalance ψ = q at hc hle ⊢
  generalize 2 * ψ 0 * ψ 1 = s at hc hle ⊢
  -- `2 * r` times the energy excess is a sum of two squares
  have hz : (r * q + e) ^ 2 + (r * s - t) ^ 2 = 2 * r * (e * q - t * s + r) := by
    linear_combination r ^ 2 * hc - hr
  have hn : 2 * r * (e * q - t * s + r) ≤ 0 := by
    have h0 : 0 ≤ -(e * q - t * s + r) := by linarith
    have h1 := mul_nonneg hr0.le h0
    linarith
  have h1 : (r * q + e) ^ 2 = 0 :=
    le_antisymm (by linarith [sq_nonneg (r * s - t)]) (sq_nonneg _)
  have h2 : (r * s - t) ^ 2 = 0 :=
    le_antisymm (by linarith [sq_nonneg (r * q + e)]) (sq_nonneg _)
  have h3 := (pow_eq_zero_iff two_ne_zero).mp h1
  have h4 := (pow_eq_zero_iff two_ne_zero).mp h2
  exact ⟨by linarith, by linarith⟩

/-- A ground state has imbalance `p` exactly when the constraint potential is
`-D - 2tp/√(1 - p²)`. -/
theorem imbalance_eq_iff {t D V p : ℝ} {ψ : Fin 2 → ℝ} (ht : 0 < t)
    (hp : p ∈ Set.Ioo (-1 : ℝ) 1) (h : IsGroundState t D V ψ) :
    imbalance ψ = p ↔ V = multiplier t D p := by
  obtain ⟨h1, h2⟩ := groundState_components ht h
  have hc := imbalance_sq_add_coherence_sq h.1
  have hr : 0 < √(((D + V) / 2) ^ 2 + t ^ 2) := Real.sqrt_pos.mpr (by positivity)
  generalize √(((D + V) / 2) ^ 2 + t ^ 2) = r at h1 h2 hr
  generalize 2 * ψ 0 * ψ 1 = s at h2 hc
  constructor
  · intro hq
    rw [hq] at h1 hc
    have hs : 0 < s := (mul_pos_iff_of_pos_left hr).mp (by rw [h2]; exact ht)
    have hw : √(1 - p ^ 2) = s := by
      rw [show 1 - p ^ 2 = s ^ 2 by linarith, Real.sqrt_sq hs.le]
    have hd : 2 * t * p / s = 2 * r * p := by
      rw [div_eq_iff hs.ne']
      linear_combination (-2 * p) * h2
    rw [multiplier, hw, hd]
    linarith
  · intro hV
    have hpos : 0 < 1 - p ^ 2 := by nlinarith [hp.1, hp.2]
    have hw0 : 0 < √(1 - p ^ 2) := Real.sqrt_pos.mpr hpos
    have hw : √(1 - p ^ 2) ^ 2 = 1 - p ^ 2 := Real.sq_sqrt hpos.le
    unfold multiplier at hV
    generalize √(1 - p ^ 2) = w at hV hw0 hw
    have hk : 0 < t / w := div_pos ht hw0
    have hkw : t / w * w = t := div_mul_cancel₀ t hw0.ne'
    have h1' : r * imbalance ψ = t / w * p := by
      rw [h1, hV]
      ring
    have h2' : r * s = t / w * w := by rw [h2, hkw]
    generalize t / w = k at hk h1' h2'
    -- both vectors have unit length, so the prefactors agree
    have hrk : r = k := (sq_eq_sq₀ hr.le hk.le).mp (by
      linear_combination -r ^ 2 * hc + k ^ 2 * hw + (r * imbalance ψ + k * p) * h1'
        + (r * s + k * w) * h2')
    exact mul_left_cancel₀ hr.ne' (by rw [h1', hrk])

/-- At the multiplier there is a ground state with the prescribed imbalance. -/
theorem exists_groundState {t p : ℝ} (D : ℝ) (ht : 0 < t) (hp : p ∈ Set.Ioo (-1 : ℝ) 1) :
    ∃ ψ, IsGroundState t D (multiplier t D p) ψ ∧ imbalance ψ = p := by
  have hpos : 0 < 1 - p ^ 2 := by nlinarith [hp.1, hp.2]
  have hw0 : 0 < √(1 - p ^ 2) := Real.sqrt_pos.mpr hpos
  have hw : √(1 - p ^ 2) ^ 2 = 1 - p ^ 2 := Real.sq_sqrt hpos.le
  have he : (D + multiplier t D p) / 2 = -(t / √(1 - p ^ 2) * p) := by
    unfold multiplier
    ring
  generalize √(1 - p ^ 2) = w at hw0 hw he
  obtain ⟨ψ, hψ, hq, hs⟩ := exists_state (p := p) (s := w) (by linarith) hw0.le
  refine ⟨ψ, ⟨hψ, fun φ hφ => ?_⟩, hq⟩
  have hc := imbalance_sq_add_coherence_sq hφ
  rw [energy_eq, energy_eq, he, hq, hs]
  generalize imbalance φ = q at hc ⊢
  generalize 2 * φ 0 * φ 1 = s at hc ⊢
  have hk : 0 < t / w := div_pos ht hw0
  have hkw : t / w * w = t := div_mul_cancel₀ t hw0.ne'
  generalize t / w = k at hk hkw ⊢
  have hcs : 0 ≤ 1 - (p * q + w * s) := by
    nlinarith [sq_nonneg (p - q), sq_nonneg (w - s)]
  have hd : (-(k * p) * q - t * s) - (-(k * p) * p - t * w) = k * (1 - (p * q + w * s)) := by
    linear_combination k * hw + (s - w) * hkw
  linarith [mul_nonneg hk.le hcs]

/-- A ground state at any `V` minimises the energy at `V = 0` among normalised states of the
same imbalance. -/
theorem groundState_minimises {t D V : ℝ} {ψ φ : Fin 2 → ℝ} (h : IsGroundState t D V ψ)
    (hφ : φ ⬝ᵥ φ = 1) (hq : imbalance φ = imbalance ψ) :
    energy t D 0 ψ ≤ energy t D 0 φ := by
  have hle := h.2 φ hφ
  rw [energy_eq, energy_eq, hq] at hle ⊢
  linarith

/-- The constrained energy is the least energy at `V = 0` among normalised states of
imbalance `p`. -/
theorem constrainedEnergy_isLeast {t p : ℝ} (D : ℝ) (ht : 0 ≤ t)
    (hp : p ∈ Set.Icc (-1 : ℝ) 1) :
    IsLeast {E | ∃ φ : Fin 2 → ℝ, φ ⬝ᵥ φ = 1 ∧ imbalance φ = p ∧ energy t D 0 φ = E}
      (constrainedEnergy t D p) := by
  have hpos : 0 ≤ 1 - p ^ 2 := by nlinarith [hp.1, hp.2]
  constructor
  · obtain ⟨φ, hφ, hq, hs⟩ := exists_state (p := p) (s := √(1 - p ^ 2))
      (by rw [Real.sq_sqrt hpos]; ring) (Real.sqrt_nonneg _)
    exact ⟨φ, hφ, hq, by rw [energy_eq, hq, hs, constrainedEnergy, add_zero]⟩
  · rintro E ⟨φ, hφ, hq, rfl⟩
    have hc := imbalance_sq_add_coherence_sq hφ
    rw [hq] at hc
    have hs : 2 * φ 0 * φ 1 ≤ √(1 - p ^ 2) :=
      (le_abs_self _).trans (Real.abs_le_sqrt (by linarith))
    rw [energy_eq, hq, constrainedEnergy, add_zero]
    linarith [mul_le_mul_of_nonneg_left hs ht]

/-- The slope of the constrained energy in the imbalance is minus half the multiplier. -/
theorem hasDerivAt_constrainedEnergy (t D : ℝ) {p : ℝ} (hp : p ∈ Set.Ioo (-1 : ℝ) 1) :
    HasDerivAt (constrainedEnergy t D) (-(multiplier t D p) / 2) p := by
  have hpos : 0 < 1 - p ^ 2 := by nlinarith [hp.1, hp.2]
  have h1 : HasDerivAt (fun x : ℝ => 1 - x ^ 2) (-(2 * p)) p :=
    ((hasDerivAt_pow 2 p).const_sub 1).congr_deriv (by norm_num)
  have h2 := h1.sqrt hpos.ne'
  have h3 := ((hasDerivAt_id' p).const_mul (D / 2)).fun_sub (h2.const_mul t)
  refine h3.congr_deriv ?_
  unfold multiplier
  ring

/-- The multiplier tends to minus infinity as the target imbalance tends to one from below. -/
theorem multiplier_tendsto_atBot {t : ℝ} (D : ℝ) (ht : 0 < t) :
    Tendsto (multiplier t D) (𝓝[<] 1) atBot := by
  have hnum : Tendsto (fun p : ℝ => 2 * t * p) (𝓝[<] 1) (𝓝 (2 * t)) := by
    have hc : Continuous (fun p : ℝ => 2 * t * p) := by fun_prop
    have h := hc.tendsto 1
    rw [mul_one] at h
    exact h.mono_left nhdsWithin_le_nhds
  have hden : Tendsto (fun p : ℝ => √(1 - p ^ 2)) (𝓝[<] 1) (𝓝[>] 0) := by
    refine tendsto_nhdsWithin_iff.mpr ⟨?_, ?_⟩
    · have hc : Continuous (fun p : ℝ => √(1 - p ^ 2)) := by fun_prop
      have h := hc.tendsto 1
      rw [show √(1 - (1 : ℝ) ^ 2) = 0 by norm_num] at h
      exact h.mono_left nhdsWithin_le_nhds
    · filter_upwards [Ioo_mem_nhdsLT (show (0 : ℝ) < 1 by norm_num)] with p hp
      exact Real.sqrt_pos.mpr (by nlinarith [hp.1, hp.2])
  -- a positive limit times a divergent inverse
  have hq := hnum.pos_mul_atTop (by positivity) (tendsto_inv_nhdsGT_zero.comp hden)
  have hb := tendsto_atBot_add_const_left (𝓝[<] (1 : ℝ)) (-D) (tendsto_neg_atTop_atBot.comp hq)
  refine hb.congr fun p => ?_
  simp only [Function.comp_apply, multiplier]
  ring

end ConstrainedTwoSite
```

```lean
#print axioms ConstrainedTwoSite.groundState_components
#print axioms ConstrainedTwoSite.imbalance_eq_iff
#print axioms ConstrainedTwoSite.hasDerivAt_constrainedEnergy
#print axioms ConstrainedTwoSite.multiplier_tendsto_atBot
```

```
'ConstrainedTwoSite.groundState_components' depends on axioms: [propext, Classical.choice, Quot.sound]
'ConstrainedTwoSite.imbalance_eq_iff' depends on axioms: [propext, Classical.choice, Quot.sound]
'ConstrainedTwoSite.hasDerivAt_constrainedEnergy' depends on axioms: [propext, Classical.choice, Quot.sound]
'ConstrainedTwoSite.multiplier_tendsto_atBot' depends on axioms: [propext, Classical.choice, Quot.sound]
```

A state is a function `ψ : Fin 2 → ℝ`, and `ψ ⬝ᵥ ψ = 1` is its normalisation. `energy` is the bare quadratic form, so it is the physical energy only for normalised vectors. `IsGroundState` is the variational definition: a normalised vector whose energy is no higher than that of any other normalised vector. No eigenvalue equation is assumed.

The equivalence is `imbalance_eq_iff`: for $t>0$, $p$ in the open interval `Set.Ioo (-1 : ℝ) 1` and any ground state `ψ` at potential `V`, its imbalance is `p` if and only if `V = multiplier t D p`. Since this theorem starts from a given ground state, `exists_groundState` adds that one with imbalance $p$ does exist at the multiplier.

The hypothesis $t>0$ stands for a nonzero coupling between the sites, with the sign that favours amplitudes of equal sign. The open interval matters as well: Lean evaluates division by zero as zero, so `multiplier t D 1` is $-D$, a potential at which the ground state is in fact evenly shared. The limit theorem `multiplier_tendsto_atBot` uses the filter `𝓝[<] 1`, which approaches $1$ from below and leaves out the point itself.

Three further theorems justify the word multiplier:

- `groundState_minimises` states the minimisation within an imbalance class.
- `constrainedEnergy_isLeast` states that $F(p)$ is the attained minimum, also at $p=\pm1$ and for $t=0$.
- `hasDerivAt_constrainedEnergy` gives the slope $F'(p)=-V/2$ for $-1<p<1$, with $V$ the multiplier at $p$. The endpoints are excluded because for $t>0$ the slope diverges there.

The model has one particle, two sites and real amplitudes. It contains no electron interaction, density functional or self-consistency, so it shows the constraint mechanism of constrained DFT in a solvable case and does not establish the method for general densities.

## From the circle identity to the multiplier

`energy_eq` and `imbalance_sq_add_coherence_sq` are the formulas $E=eq-ts$ and $q^2+s^2=1$. `exists_state` supplies the explicit state with the two square roots.

`groundState_components` carries the main argument. The first two `generalize` steps replace the half-bias and the square root by plain variables `e` and `r`; the facts $r>0$ and $r^2=e^2+t^2$ are recorded before the root is replaced. The trial state at $(-e/r,\,t/r)$ has energy $-r$, which bounds the ground state energy from above. `hz` is the sum-of-squares identity, and `hn` says that its right-hand side is at most zero. Both squares therefore vanish, which gives $rq=-e$ and $rs=t$.

In `imbalance_eq_iff`, the forward direction follows the derivation above: `hw` identifies $\sqrt{1-p^2}$ with $s$, and `hd` rewrites $2tp/s$ as $2rp$. The converse takes a slightly different route. With $w=\sqrt{1-p^2}$ and $k=t/w$, the hypothesis on $V$ gives $r(q,s)=k(p,w)$. Both $(q,s)$ and $(p,w)$ have unit length and both prefactors are positive, so $r=k$ (`hrk`), and cancelling $r$ leaves $q=p$.

`exists_groundState` takes the state at the point $(p,w)$ and compares it with an arbitrary one at $(q,s)$. The energy difference is $k\,(1-pq-ws)$, which is nonnegative because $(p-q)^2+(w-s)^2\ge0$ for two points of the unit circle.

For the constrained minimum, `exists_state` provides a state that attains $F(p)$, and the bound $s\le\sqrt{1-p^2}$ shows that no other state of that imbalance lies lower. The derivative comes from the chain rule for the square root, which needs $1-p^2>0$. The limit is proved as a product: $2tp$ has a positive limit and $1/\sqrt{1-p^2}$ diverges, after which the sign is reversed and $-D$ is added.

## Finding the potential numerically

A constrained DFT code usually has no closed formula for $V$. One way to find it is to minimise the energy at a trial $V$, measure the population and adjust $V$ until the target is met. The two-site model gives such a search a known answer: for $D=0$, $t=1$ and $p=0.6$ the potential must come out as $V=-1.5$.

The model also shows where the search becomes delicate. Differentiating $q=-e/r$ by hand, a step that the file does not contain, gives $dq/dV=-(1-p^2)^{3/2}/(2t)$ at the solution. Close to full localisation the population hardly responds to $V$, so a small error in the measured population turns into a large error in the potential.
